# A linear functional on square matrices with f(AB) = f(BA) is a multiple of the trace

## Matrices, commutators and tracial functionals

Throughout, $A, B$ are $N\times N$ matrices with entries in a commutative ring $R$, for example $\mathbb{R}$ or $\mathbb{C}$. $E_{ij}$ is the matrix unit with a 1 in row $i$, column $j$ and zeros elsewhere, and $\delta_{ij}$ is the Kronecker delta.

```lean
import Mathlib

open Matrix

namespace TraceUniqueness

variable {n R : Type*} [Fintype n] [DecidableEq n] [CommRing R]
```

In Lean, `n` is not a number but the finite set of basis labels. The dimension $N$ is its size, `Fintype.card n`. The labels may be spin states, lattice sites or orbitals, as long as there are finitely many.

```lean
/-- The commutator `[A, B] = AB - BA` of two square matrices. -/
def comm (A B : Matrix n n R) : Matrix n n R := A * B - B * A
```

This is the usual commutator, $[A,B]=AB-BA$.

```lean
/-- A linear functional on square matrices is tracial if it does not see the order of the
factors in a product of two matrices. -/
def IsTracial (f : Matrix n n R →ₗ[R] R) : Prop :=
  ∀ A B : Matrix n n R, f (A * B) = f (B * A)
```

The arrow `→ₗ[R]` denotes a linear map, so `f` sends matrices to scalars linearly. `IsTracial f` is the statement that $f(AB)=f(BA)$ for all $A,B$. Neither positivity nor normalisation is assumed.

## Splitting a matrix into its trace and commutators

```lean
/-- The commutator of the matrix units `E_ik` and `E_kj` is `E_ij`, minus `E_kk` when
`i = j`. -/
theorem comm_matrix_units (i j k : n) :
    comm (single i k (1 : R)) (single k j 1) =
      single i j 1 - if i = j then single k k 1 else 0 := by
  by_cases h : i = j
  · subst h
    simp [comm]
  · simp [comm, Matrix.single_mul_single_of_ne, h, Ne.symm h]
```

The expression `single i k (1 : R)` is $E_{ik}$. After the colon comes the statement; after `:=` comes the proof. By hand, $E_{ik}E_{kj}=E_{ij}$ and $E_{kj}E_{ik}=\delta_{ij}E_{kk}$, so

$$[E_{ik},E_{kj}]=E_{ij}-\delta_{ij}E_{kk}.$$

The proof treats $i=j$ and $i\neq j$ separately, and `simp` multiplies out the matrix units in each case.

```lean
/-- Every square matrix is its trace times one diagonal matrix unit `E_kk`, plus a linear
combination of commutators of matrix units weighted by its own entries. -/
theorem eq_trace_add_commutators (k : n) (A : Matrix n n R) :
    A = A.trace • single k k (1 : R) +
      ∑ i, ∑ j, A i j • comm (single i k (1 : R)) (single k j 1) := by
  -- the matrix units rebuild the matrix
  have h1 : ∑ i, ∑ j, A i j • single i j (1 : R) = A := by
    conv_rhs => rw [Matrix.matrix_eq_sum_single A]
    simp [Matrix.smul_single]
  -- the diagonal corrections add up to the trace
  have h2 : ∑ i, ∑ j, A i j • (if i = j then single k k (1 : R) else 0) =
      A.trace • single k k (1 : R) := by
    simp only [smul_ite, smul_zero, Finset.sum_ite_eq, Finset.mem_univ, if_true,
      Matrix.trace, Matrix.diag_apply, Finset.sum_smul]
  simp_rw [comm_matrix_units, smul_sub, Finset.sum_sub_distrib]
  rw [h1, h2]
  abel
```

Fix any label $k$. Multiply the previous identity by $A_{ij}$ and sum over $i$ and $j$:

$$\sum_{i,j}A_{ij}[E_{ik},E_{kj}]=\sum_{i,j}A_{ij}E_{ij}-\sum_i A_{ii}E_{kk}=A-\operatorname{tr}(A)\,E_{kk}.$$

Moving the last term across gives the theorem. In the proof, `h1` is the first sum on the right, `h2` is the second, and `abel` does the final rearrangement. The symbol `•` multiplies a matrix by a scalar.

For a numerical instance, take $A=\begin{pmatrix}1&2\\3&4\end{pmatrix}$ and $k=1$. The four commutators are

$$[E_{11},E_{11}]=0,\quad [E_{11},E_{12}]=E_{12},\quad [E_{21},E_{11}]=E_{21},\quad [E_{21},E_{12}]=E_{22}-E_{11}.$$

With $\operatorname{tr}A=5$, the right-hand side is $5E_{11}+2E_{12}+3E_{21}+4(E_{22}-E_{11})$, which is indeed $A$.

```lean
/-- A matrix has zero trace exactly when it is a linear combination of commutators. -/
theorem trace_eq_zero_iff_mem_span_comm (A : Matrix n n R) :
    A.trace = 0 ↔
      A ∈ Submodule.span R {C : Matrix n n R | ∃ X Y, C = comm X Y} := by
  constructor
  · intro h
    rcases isEmpty_or_nonempty n with hn | ⟨⟨k⟩⟩
    · have hA : A = 0 := by
        ext i
        exact hn.elim i
      rw [hA]
      exact Submodule.zero_mem _
    · rw [eq_trace_add_commutators k A, h, zero_smul, zero_add]
      exact Submodule.sum_mem _ fun i _ => Submodule.sum_mem _ fun j _ =>
        Submodule.smul_mem _ _ (Submodule.subset_span ⟨_, _, rfl⟩)
  · intro h
    have hle : Submodule.span R {C : Matrix n n R | ∃ X Y, C = comm X Y} ≤
        LinearMap.ker (Matrix.traceLinearMap n R R) := by
      refine Submodule.span_le.2 ?_
      rintro _ ⟨X, Y, rfl⟩
      have ht : (comm X Y).trace = 0 := by
        rw [comm, Matrix.trace_sub, Matrix.trace_mul_comm X Y, sub_self]
      exact LinearMap.mem_ker.2 ht
    exact LinearMap.mem_ker.1 (hle h)
```

The traceless matrices are exactly the linear combinations of commutators; `Submodule.span` is the set of all such combinations. The theorem does not say that a single commutator suffices.

If $\operatorname{tr}A=0$, the $E_{kk}$ term in the decomposition disappears and only commutators remain. Conversely, $\operatorname{tr}[X,Y]=\operatorname{tr}(XY)-\operatorname{tr}(YX)=0$, and by linearity the trace vanishes on every combination. `Submodule.span_le` expresses this last step: it is enough to check the commutators themselves. The case of no labels is handled separately, because then there is no $k$ to choose.

## Only the trace term survives

```lean
/-- A tracial functional equals the trace times its value on any one diagonal matrix
unit `E_kk`. -/
theorem IsTracial.apply_eq {f : Matrix n n R →ₗ[R] R} (hf : IsTracial f) (k : n)
    (A : Matrix n n R) : f A = f (single k k 1) * A.trace := by
  -- a tracial functional vanishes on commutators
  have h0 : ∀ X Y : Matrix n n R, f (comm X Y) = 0 := fun X Y => by
    rw [comm, map_sub, hf X Y, sub_self]
  have hS : f (∑ i, ∑ j, A i j • comm (single i k (1 : R)) (single k j 1)) = 0 := by
    rw [map_sum]
    refine Finset.sum_eq_zero fun i _ => ?_
    rw [map_sum]
    refine Finset.sum_eq_zero fun j _ => ?_
    rw [LinearMap.map_smul, h0, smul_zero]
  -- only the trace term of the decomposition survives
  have h := congrArg f (eq_trace_add_commutators k A)
  rw [map_add, hS, add_zero, LinearMap.map_smul, smul_eq_mul] at h
  linear_combination h
```

Let $f$ be tracial. Then $f([X,Y])=f(XY)-f(YX)=0$, which is `h0`. Apply $f$ to the decomposition of $A$:

$$f(A)=\operatorname{tr}(A)\,f(E_{kk})+\sum_{i,j}A_{ij}\,f([E_{ik},E_{kj}])=f(E_{kk})\operatorname{tr}(A).$$

`hS` records that the double sum vanishes, and `congrArg f` is the step "apply $f$ to both sides".

```lean
/-- Uniqueness of the trace: a linear functional on square matrices satisfies
`f(AB) = f(BA)` for all `A`, `B` exactly when it is a scalar multiple of the trace. -/
theorem isTracial_iff (f : Matrix n n R →ₗ[R] R) :
    IsTracial f ↔ ∃ c : R, ∀ A, f A = c * A.trace := by
  constructor
  · intro hf
    rcases isEmpty_or_nonempty n with hn | ⟨⟨k⟩⟩
    · refine ⟨0, fun A => ?_⟩
      have hA : A = 0 := by
        ext i
        exact hn.elim i
      rw [hA, map_zero, zero_mul]
    · exact ⟨_, hf.apply_eq k⟩
  · rintro ⟨c, hc⟩ A B
    rw [hc, hc, Matrix.trace_mul_comm]
```

The sign `↔` means "exactly when", so there are two directions. From left to right, the constant is $c=f(E_{kk})$ for any $k$. From right to left, the trace itself is tracial:

$$\operatorname{tr}(AB)=\sum_{i,j}A_{ij}B_{ji}=\sum_{i,j}B_{ji}A_{ij}=\operatorname{tr}(BA),$$

and a factor $c$ changes nothing.

The smallest sizes fit the statement. For $N=1$ every commutator is zero, and $f(a)=f(1)\,a$ is just linearity. For $N=0$ the only matrix is the empty one, $f$ is zero, and the proof picks $c=0$.

## Normalisation and the maximally mixed state

```lean
/-- Over the complex numbers, a tracial functional with value one on the identity is the
trace divided by the dimension. -/
theorem IsTracial.eq_normalized_trace {f : Matrix n n ℂ →ₗ[ℂ] ℂ} (hf : IsTracial f)
    (h1 : f 1 = 1) (A : Matrix n n ℂ) : f A = A.trace / (Fintype.card n : ℂ) := by
  obtain ⟨c, hc⟩ := (isTracial_iff f).1 hf
  -- normalisation fixes the constant and excludes dimension zero
  have hcn : c * (Fintype.card n : ℂ) = 1 := by
    rw [← h1, hc 1, Matrix.trace_one]
  have hn : (Fintype.card n : ℂ) ≠ 0 := right_ne_zero_of_mul_eq_one hcn
  rw [hc A, eq_div_iff hn]
  linear_combination A.trace * hcn
```

The scalars are now complex. The condition $f(1)=1$ says that the identity has expectation value one, which in physical terms means that total probability is one. Since $f(A)=c\operatorname{tr}A$ and $\operatorname{tr}1=N$,

$$1=f(1)=cN,\qquad\text{so}\qquad f(A)=\frac{\operatorname{tr}A}{N}.$$

The equation $cN=1$, called `hcn`, also rules out $N=0$, so no separate assumption on the dimension is needed. For the $2\times2$ example above, $f(A)=5/2$.

```lean
/-- If a complex matrix `ρ` of unit trace gives `tr(ρAB) = tr(ρBA)` for all `A`, `B`, then
`ρ` is the identity divided by the dimension. -/
theorem eq_maximally_mixed (ρ : Matrix n n ℂ) (h1 : ρ.trace = 1)
    (h : ∀ A B : Matrix n n ℂ, (ρ * (A * B)).trace = (ρ * (B * A)).trace) :
    ρ = (1 / (Fintype.card n : ℂ)) • (1 : Matrix n n ℂ) := by
  -- the expectation value is a normalised tracial functional
  let f : Matrix n n ℂ →ₗ[ℂ] ℂ :=
    (Matrix.traceLinearMap n ℂ ℂ).comp (LinearMap.mulLeft ℂ ρ)
  have hf : IsTracial f := fun A B => h A B
  have hf1 : f 1 = 1 := by
    change (ρ * 1).trace = 1
    rw [mul_one, h1]
  have key : ∀ A : Matrix n n ℂ, (ρ * A).trace = A.trace / (Fintype.card n : ℂ) :=
    fun A => hf.eq_normalized_trace hf1 A
  -- matrix units read off the entries
  have entry : ∀ (M : Matrix n n ℂ) (i j : n), (M * single j i 1).trace = M i j := by
    intro M i j
    simp [Matrix.trace, Matrix.mul_apply, Matrix.single_apply, ite_and]
  ext i j
  have e1 := entry 1 i j
  rw [one_mul] at e1
  have e2 := key (single j i 1)
  rw [entry, e1] at e2
  rw [e2, Matrix.smul_apply, smul_eq_mul]
  ring

end TraceUniqueness
```

Here $\rho$ plays the part of a density matrix, and $\operatorname{tr}(\rho A)$ is the expectation value of $A$. The hypotheses are unit trace and $\langle AB\rangle=\langle BA\rangle$ for every pair of matrices $A,B$. Hermiticity and positivity of $\rho$ are not assumed; they follow from the conclusion $\rho=1/N$.

By hand, set $f(A)=\operatorname{tr}(\rho A)$. It is linear, tracial by `h`, and $f(1)=\operatorname{tr}\rho=1$, so the previous theorem gives $\operatorname{tr}(\rho A)=\operatorname{tr}(A)/N$. Now choose $A=E_{ji}$:

$$\rho_{ij}=\operatorname{tr}(\rho E_{ji})=\frac{\operatorname{tr}E_{ji}}{N}=\frac{\delta_{ij}}{N}.$$

In the proof, `key` is the formula for general $A$, `entry` reads off a matrix element with a matrix unit, and `ext i j` reduces the equality of matrices to an equality of entries.

For a quantum system with a finite-dimensional state space, this singles out the maximally mixed state, the infinite-temperature limit of the Gibbs state: in any other state, some pair of operators has $\langle AB\rangle\neq\langle BA\rangle$. The argument relies on finite sums over basis labels and does not extend as it stands to operators on an infinite-dimensional space.

```lean
#print axioms TraceUniqueness.trace_eq_zero_iff_mem_span_comm
-- 'TraceUniqueness.trace_eq_zero_iff_mem_span_comm' depends on axioms: [propext, Classical.choice, Quot.sound]
#print axioms TraceUniqueness.isTracial_iff
-- 'TraceUniqueness.isTracial_iff' depends on axioms: [propext, Classical.choice, Quot.sound]
#print axioms TraceUniqueness.eq_maximally_mixed
-- 'TraceUniqueness.eq_maximally_mixed' depends on axioms: [propext, Classical.choice, Quot.sound]
```
